# Braak's recurrence for the quantum Rabi model with g ≠ 0 and E + g² not a natural number

Q: To locate an energy level of a two-level molecule in a cavity, beyond the rotating-wave approximation, I choose a trial energy E, generate coefficients K_n from a three-term recurrence, and sum them into a function whose zeros I seek. What is proved here about that recurrence?

A: That it gives the right coefficients. For one lossless mode and one two-level emitter, at any nonzero coupling g, it fixes the power series of an eigenfunction up to one amplitude, provided E + g² is not 0, 1, 2, …. It does not select the allowed energies.

```lean
import Mathlib

noncomputable section

namespace QuantumRabi
```

Q: Which Hamiltonian is this? I usually put the coupling on σ_x.

A: The spin axes are rotated relative to yours:

H = a†a + g σ_z (a + a†) + D σ_x

Energies are in units of the mode quantum, without the zero-point term. D is often written Δ, and the bare two-level splitting is 2|D| for real D. In the Bargmann representation a† multiplies by z and a is d/dz. A state is a pair of entire functions (φ₁, φ₂) of finite Bargmann norm, one for each eigenvalue of σ_z.

```lean
/-- The Rabi Hamiltonian `a†a + g σ_z (a + a†) + D σ_x` on two-component Bargmann functions,
with `a†` acting as multiplication by `z` and `a` as `d/dz`. -/
def rabiHamiltonian (g D : ℂ) (φ : (ℂ → ℂ) × (ℂ → ℂ)) : (ℂ → ℂ) × (ℂ → ℂ) :=
  (fun z => z * deriv φ.1 z + g * (z * φ.1 z + deriv φ.1 z) + D * φ.2 z,
   fun z => z * deriv φ.2 z - g * (z * φ.2 z + deriv φ.2 z) + D * φ.1 z)
```

Lean allows complex g and D; the Hermitian model has both real. The definition acts on any pair of functions and imposes no Bargmann norm.

Q: Where does the recurrence's variable x come from?

A: From a displacement of the oscillator. Write φ₁ = exp(−gz) A(y) and φ₂ = exp(−gz) B(y), with y = z + g.

```lean
/-- The displaced form `exp(-g z) A(z + g)` of a Bargmann function. -/
def displaced (g : ℂ) (A : ℂ → ℂ) : ℂ → ℂ := fun z => Complex.exp (-g * z) * A (z + g)
```

Since φ₁' = exp(−gz)(A' − gA), the first component of Hφ = Eφ becomes, after cancelling the exponential,

(z + g)(A' − gA) + gzA + DB = EA

The terms in gzA cancel. With x = E + g² this is

yA' − xA + DB = 0

The second component has the opposite sign of g in the coupling:

(z − g)(B' − gB) − gzB + DA = EB

Putting z = y − g gives

(y − 2g)B' + (4g² − x − 2gy)B + DA = 0

```lean
/-- The coupled Rabi equations in the shifted variable `y = z + g`. -/
def ShiftedEquations (g D x : ℂ) (A B : ℂ → ℂ) : Prop :=
  ∀ y, y * deriv A y - x * A y + D * B y = 0 ∧
    (y - 2 * g) * deriv B y + (4 * g ^ 2 - x - 2 * g * y) * B y + D * A y = 0
```

Q: Those are equations between functions. A recurrence concerns coefficients.

A: Hence a second version, for formal power series, where convergence plays no part. `taylor` connects the two by taking the nth derivative at y = 0 divided by n!.

```lean
/-- The same coupled equations for formal power series in `y`. -/
def FormalSolution (g D x : ℂ) (A B : PowerSeries ℂ) : Prop :=
  PowerSeries.X * PowerSeries.derivative ℂ A - x • A + D • B = 0 ∧
    PowerSeries.X * PowerSeries.derivative ℂ B - (2 * g) • PowerSeries.derivative ℂ B
      + (4 * g ^ 2 - x) • B - (2 * g) • (PowerSeries.X * B) + D • A = 0

/-- The Taylor series of a function at the origin. -/
def taylor (f : ℂ → ℂ) : PowerSeries ℂ :=
  PowerSeries.mk fun n => iteratedDeriv n f 0 / (n.factorial : ℂ)
```

Now compare the coefficients of yⁿ, with B_(−1) = 0:

(n − x)A_n + D B_n = 0

(n + 4g² − x)B_n − 2g(n + 1)B_(n+1) − 2g B_(n−1) + D A_n = 0

If x ≠ n, the first gives A_n = D B_n/(x − n). Substituting this into the second and dividing by 2g yields

(n + 1)B_(n+1) = f_n B_n − B_(n−1)

f_n = 2g + [n − x + D²/(x − n)]/(2g)

In Lean f_n is `braakF`. The solution with K_0 = 1 is `braakK`.

```lean
/-- Braak's recurrence coefficient `f_n(x)`, for `g ≠ 0` and `x ≠ n`. -/
def braakF (g D x : ℂ) (n : ℕ) : ℂ := 2 * g + (n - x + D ^ 2 / (x - n)) / (2 * g)

/-- Braak's coefficients `K_n(x)`, started from `K_0 = 1`, for `g ≠ 0` and `x` not a natural
number. -/
def braakK (g D x : ℂ) : ℕ → ℂ
  | 0 => 1
  | 1 => braakF g D x 0
  | n + 2 => (braakF g D x (n + 1) * braakK g D x (n + 1) - braakK g D x n) / ((n : ℂ) + 2)
```

Q: Does the formal proof really start from the Hamiltonian, or just from the shifted equations?

A: From the Hamiltonian. The first lemma is the product rule for the displaced function. The second proves the equivalence for entire A and B: it evaluates the eigenvalue equation at z = y − g and cancels the exponential, which never vanishes. The `linear_combination` steps do the algebra above.

```lean
/-- The derivative of a displaced entire function. -/
theorem deriv_displaced {A : ℂ → ℂ} (hA : Differentiable ℂ A) (g z : ℂ) :
    deriv (displaced g A) z = Complex.exp (-g * z) * (deriv A (z + g) - g * A (z + g)) := by
  have h1 : HasDerivAt (fun w => Complex.exp (-g * w)) (Complex.exp (-g * z) * (-g * 1)) z :=
    ((hasDerivAt_id' z).const_mul (-g)).cexp
  have h2 : HasDerivAt (fun w => A (w + g)) (deriv A (z + g)) z :=
    HasDerivAt.comp_add_const z g (hA (z + g)).hasDerivAt
  exact (h1.fun_mul h2).deriv.trans (by ring)

/-- For entire `A` and `B`, the displaced pair solves the Rabi eigenvalue equation at energy `E`
exactly when `A` and `B` solve the shifted equations with `x = E + g²`. -/
theorem eigen_iff_shifted {A B : ℂ → ℂ} (hA : Differentiable ℂ A) (hB : Differentiable ℂ B)
    (g D E : ℂ) :
    rabiHamiltonian g D (displaced g A, displaced g B) = E • (displaced g A, displaced g B) ↔
      ShiftedEquations g D (E + g ^ 2) A B := by
  constructor
  · intro h y
    have h1 := congrFun (congrArg Prod.fst h) (y - g)
    have h2 := congrFun (congrArg Prod.snd h) (y - g)
    simp only [rabiHamiltonian, deriv_displaced hA, deriv_displaced hB, Prod.smul_mk,
      Pi.smul_apply, smul_eq_mul] at h1 h2
    simp only [displaced, sub_add_cancel] at h1 h2
    -- the common exponential factor never vanishes
    have he := Complex.exp_ne_zero (-g * (y - g))
    constructor
    · apply mul_left_cancel₀ he
      linear_combination h1
    · apply mul_left_cancel₀ he
      linear_combination h2
  · intro h
    apply Prod.ext <;> funext z
    · simp only [rabiHamiltonian, deriv_displaced hA, Prod.smul_mk, Pi.smul_apply, smul_eq_mul]
      simp only [displaced]
      linear_combination Complex.exp (-g * z) * (h (z + g)).1
    · simp only [rabiHamiltonian, deriv_displaced hB, Prod.smul_mk, Pi.smul_apply, smul_eq_mul]
      simp only [displaced]
      linear_combination Complex.exp (-g * z) * (h (z + g)).2
```

Q: And the comparison of coefficients?

A: `formal_iff_coeff` uses the fact that two series are equal when all their coefficients are. Its auxiliary `hX` says that yF' has nth coefficient nF_n. The second equation is split into order zero and order n + 1, so B_(−1) never has to exist as an object.

```lean
/-- The formal Rabi equations, written order by order in `y`. -/
theorem formal_iff_coeff (g D x : ℂ) (A B : PowerSeries ℂ) :
    FormalSolution g D x A B ↔
      (∀ n : ℕ, ((n : ℂ) - x) * A.coeff n + D * B.coeff n = 0) ∧
      (4 * g ^ 2 - x) * B.coeff 0 - 2 * g * B.coeff 1 + D * A.coeff 0 = 0 ∧
      ∀ n : ℕ, ((n : ℂ) + 1 + 4 * g ^ 2 - x) * B.coeff (n + 1)
        - 2 * g * ((n + 2) * B.coeff (n + 2)) - 2 * g * B.coeff n + D * A.coeff (n + 1) = 0 := by
  have hX : ∀ (F : PowerSeries ℂ) (n : ℕ),
      (PowerSeries.X * PowerSeries.derivative ℂ F).coeff n = n * F.coeff n := by
    intro F n
    cases n with
    | zero => simp
    | succ n =>
      rw [PowerSeries.coeff_succ_X_mul, PowerSeries.coeff_derivative]
      push_cast
      ring
  have e : ∀ n : ℕ, n + 1 + 1 = n + 2 := fun _ => rfl
  unfold FormalSolution
  rw [PowerSeries.ext_iff, PowerSeries.ext_iff]
  simp only [map_add, map_sub, map_smul, map_zero, smul_eq_mul, hX, PowerSeries.coeff_derivative]
  refine and_congr (forall_congr' fun n => ?_) ⟨fun h => ⟨?_, fun n => ?_⟩, fun h n => ?_⟩
  · constructor <;> intro h <;> linear_combination h
  · have h0 := h 0
    simp only [PowerSeries.coeff_zero_X_mul, Nat.cast_zero, zero_add] at h0
    linear_combination h0
  · have h1 := h (n + 1)
    simp only [PowerSeries.coeff_succ_X_mul, Nat.cast_add, Nat.cast_one, e] at h1
    linear_combination h1
  · cases n with
    | zero =>
      simp only [PowerSeries.coeff_zero_X_mul, Nat.cast_zero, zero_add]
      linear_combination h.1
    | succ n =>
      simp only [PowerSeries.coeff_succ_X_mul, Nat.cast_add, Nat.cast_one, e]
      linear_combination h.2 n
```

The main theorem then reads: for g ≠ 0 and x different from every natural number, zero included, A and B solve the formal equations if and only if A_n = D B_n/(x − n), B_1 = f_0 B_0, and

(n + 2)B_(n+2) = f_(n+1) B_(n+1) − B_n for every n ≥ 0

In the proof, `key` solves the first equation for A_n, `hf` clears the denominator 2g in f_n, and cancelling 2g finishes the elimination.

```lean
/-- Braak's recurrence: for `g ≠ 0` and `x` not a natural number, formal series solve the Rabi
equations exactly when `A_n = D B_n / (x - n)` and `B_n` obeys the three-term recurrence. -/
theorem braak_recurrence {g x : ℂ} (D : ℂ) (hg : g ≠ 0) (hx : ∀ n : ℕ, x ≠ n)
    (A B : PowerSeries ℂ) :
    FormalSolution g D x A B ↔
      (∀ n : ℕ, A.coeff n = D * B.coeff n / (x - n)) ∧
      B.coeff 1 = braakF g D x 0 * B.coeff 0 ∧
      ∀ n : ℕ, ((n : ℂ) + 2) * B.coeff (n + 2) =
        braakF g D x (n + 1) * B.coeff (n + 1) - B.coeff n := by
  have h2g : 2 * g ≠ 0 := mul_ne_zero two_ne_zero hg
  have hf : ∀ n : ℕ, 2 * g * braakF g D x n = 4 * g ^ 2 + n - x + D ^ 2 / (x - n) := by
    intro n
    have h : (n - x + D ^ 2 / (x - n)) / (2 * g) * (2 * g) = n - x + D ^ 2 / (x - n) :=
      div_mul_cancel₀ _ h2g
    unfold braakF
    linear_combination h
  have key : (∀ n : ℕ, ((n : ℂ) - x) * A.coeff n + D * B.coeff n = 0) ↔
      ∀ n : ℕ, A.coeff n = D * B.coeff n / (x - n) := forall_congr' fun n => by
    rw [eq_div_iff (sub_ne_zero.mpr (hx n))]
    constructor <;> intro h <;> linear_combination -h
  rw [formal_iff_coeff, key]
  -- eliminate `A` and divide by `2g`
  refine and_congr_right fun hA => and_congr ?_ (forall_congr' fun n => ?_)
  · have a := hA 0
    have f := hf 0
    simp only [Nat.cast_zero] at a f
    constructor <;> intro h
    · apply mul_left_cancel₀ h2g
      linear_combination -h + D * a - B.coeff 0 * f
    · linear_combination -(2 * g) * h + D * a - B.coeff 0 * f
  · have a := hA (n + 1)
    have f := hf (n + 1)
    simp only [Nat.cast_add, Nat.cast_one] at a f
    constructor <;> intro h
    · apply mul_left_cancel₀ h2g
      linear_combination -h + D * a - B.coeff (n + 1) * f
    · linear_combination -(2 * g) * h + D * a - B.coeff (n + 1) * f
```

Q: So I may start from K_0 = 1 and rescale?

A: Yes. Every formal solution has B_n = B_0 K_n, and every choice of B_0 gives one. The induction carries two neighbouring coefficients at once, because each new one depends on the two before it.

```lean
/-- For `g ≠ 0` and `x` not a natural number, the formal solutions are exactly the multiples of
the one built from Braak's coefficients `K_n`. -/
theorem formal_iff_braakK {g x : ℂ} (D : ℂ) (hg : g ≠ 0) (hx : ∀ n : ℕ, x ≠ n)
    (A B : PowerSeries ℂ) :
    FormalSolution g D x A B ↔ ∀ n : ℕ, B.coeff n = B.coeff 0 * braakK g D x n ∧
      A.coeff n = D * (B.coeff 0 * braakK g D x n) / (x - n) := by
  have hk : ∀ n : ℕ, ((n : ℂ) + 2) ≠ 0 ∧ ((n : ℂ) + 2) * braakK g D x (n + 2) =
      braakF g D x (n + 1) * braakK g D x (n + 1) - braakK g D x n := by
    intro n
    have hn : (n : ℂ) + 2 ≠ 0 := by exact_mod_cast (by omega : n + 2 ≠ 0)
    refine ⟨hn, ?_⟩
    rw [braakK]
    field_simp
  have k1 : braakK g D x 1 = braakF g D x 0 := by rw [braakK]
  rw [braak_recurrence D hg hx]
  constructor
  · rintro ⟨hA, h1, h2⟩
    have hB : ∀ n : ℕ, B.coeff n = B.coeff 0 * braakK g D x n ∧
        B.coeff (n + 1) = B.coeff 0 * braakK g D x (n + 1) := by
      intro n
      induction n with
      | zero => exact ⟨by simp [braakK], by rw [zero_add, h1, k1, mul_comm]⟩
      | succ n ih =>
        refine ⟨ih.2, mul_left_cancel₀ (hk n).1 ?_⟩
        linear_combination h2 n + braakF g D x (n + 1) * ih.2 - ih.1 - B.coeff 0 * (hk n).2
    exact fun n => ⟨(hB n).1, by rw [hA n, ← (hB n).1]⟩
  · intro h
    refine ⟨fun n => by rw [(h n).2, ← (h n).1], by rw [(h 1).1, k1, mul_comm], fun n => ?_⟩
    linear_combination ((n : ℂ) + 2) * (h (n + 2)).1 - braakF g D x (n + 1) * (h (n + 1)).1
      + (h n).1 + B.coeff 0 * (hk n).2
```

Q: What ties an actual eigenfunction to these formal series?

A: Differentiating the shifted equations n times gives

yA⁽ⁿ⁺¹⁾ + (n − x)A⁽ⁿ⁾ + D B⁽ⁿ⁾ = 0

(y − 2g)B⁽ⁿ⁺¹⁾ + (n + 4g² − x − 2gy)B⁽ⁿ⁾ − 2gn B⁽ⁿ⁻¹⁾ + D A⁽ⁿ⁾ = 0

At y = 0, division by n! returns the coefficient equations. The proof obtains `dA` and `dB` by induction on n, using the derivative lemma that precedes them.

```lean
/-- Each iterated derivative of an entire function is differentiable, with the next one as its
derivative. -/
theorem hasDerivAt_iterated {f : ℂ → ℂ} (hf : Differentiable ℂ f) (n : ℕ) (y : ℂ) :
    HasDerivAt (iteratedDeriv n f) (iteratedDeriv (n + 1) f y) y := by
  have hc : ContDiff ℂ ((n + 1 : ℕ) : WithTop ℕ∞) f := hf.contDiff
  rw [iteratedDeriv_succ]
  exact (hc.differentiable_iteratedDeriv n (by exact_mod_cast Nat.lt_succ_self n) y).hasDerivAt

/-- The Taylor series of entire solutions of the shifted equations are formal solutions. -/
theorem taylor_formal {g D x : ℂ} {A B : ℂ → ℂ} (hA : Differentiable ℂ A)
    (hB : Differentiable ℂ B) (h : ShiftedEquations g D x A B) :
    FormalSolution g D x (taylor A) (taylor B) := by
  have van : ∀ {F : ℂ → ℂ} {F' y : ℂ}, HasDerivAt F F' y → (∀ w, F w = 0) → F' = 0 := by
    intro F F' y hF h0
    rw [show F = fun _ => 0 from funext h0] at hF
    exact hF.unique (hasDerivAt_const y 0)
  -- differentiate both equations `n` times
  have dA : ∀ (n : ℕ) (y : ℂ), y * iteratedDeriv (n + 1) A y + ((n : ℂ) - x) * iteratedDeriv n A y
      + D * iteratedDeriv n B y = 0 := by
    intro n
    induction n with
    | zero =>
      intro y
      simp only [zero_add, iteratedDeriv_one, iteratedDeriv_zero, Nat.cast_zero]
      linear_combination (h y).1
    | succ n ih =>
      intro y
      have e := van ((((hasDerivAt_id' y).fun_mul (hasDerivAt_iterated hA (n + 1) y)).fun_add
        ((hasDerivAt_iterated hA n y).const_mul ((n : ℂ) - x))).fun_add
        ((hasDerivAt_iterated hB n y).const_mul D)) ih
      push_cast
      linear_combination e
  have dB : ∀ (n : ℕ) (y : ℂ), (y - 2 * g) * iteratedDeriv (n + 1) B y
      + ((n : ℂ) + 4 * g ^ 2 - x - 2 * g * y) * iteratedDeriv n B y
      - 2 * g * (n * iteratedDeriv (n - 1) B y) + D * iteratedDeriv n A y = 0 := by
    intro n
    induction n with
    | zero =>
      intro y
      simp only [zero_add, iteratedDeriv_one, iteratedDeriv_zero, Nat.cast_zero, zero_mul]
      linear_combination (h y).2
    | succ n ih =>
      intro y
      have hl : HasDerivAt (fun w => (n : ℂ) + 4 * g ^ 2 - x - 2 * g * w) (-(2 * g * 1)) y :=
        ((hasDerivAt_id' y).const_mul (2 * g)).const_sub _
      have hp : HasDerivAt (fun w => (n : ℂ) * iteratedDeriv (n - 1) B w)
          (n * iteratedDeriv n B y) y := by
        cases n with
        | zero => simpa using hasDerivAt_const y (0 : ℂ)
        | succ m => exact (hasDerivAt_iterated hB m y).const_mul _
      have e := van ((((((hasDerivAt_id' y).sub_const (2 * g)).fun_mul
        (hasDerivAt_iterated hB (n + 1) y)).fun_add (hl.fun_mul
        (hasDerivAt_iterated hB n y))).fun_sub (hp.const_mul (2 * g))).fun_add
        ((hasDerivAt_iterated hA n y).const_mul D)) ih
      simp only [Nat.cast_add, Nat.cast_one, Nat.add_sub_cancel]
      linear_combination e
  have hfac : ∀ (n : ℕ) (c : ℂ),
      ((n : ℂ) + 1) * (c / ((n + 1).factorial : ℂ)) = c / (n.factorial : ℂ) := by
    intro n c
    have h1 : (n : ℂ) + 1 ≠ 0 := by exact_mod_cast Nat.succ_ne_zero n
    have h2 : (n.factorial : ℂ) ≠ 0 := by exact_mod_cast n.factorial_ne_zero
    rw [Nat.factorial_succ, Nat.cast_mul, Nat.cast_add, Nat.cast_one]
    field_simp
  rw [formal_iff_coeff]
  simp only [taylor, PowerSeries.coeff_mk]
  refine ⟨fun n => ?_, ?_, fun n => ?_⟩
  · linear_combination dA n 0 / (n.factorial : ℂ)
  · have e := dB 0 0
    simp only [Nat.cast_zero, zero_add, zero_mul] at e
    simp only [Nat.factorial_zero, Nat.factorial_one, Nat.cast_one, div_one]
    linear_combination e
  · have e := dB (n + 1) 0
    have t := hfac (n + 1) (iteratedDeriv (n + 2) B 0)
    have r : n + 1 + 1 = n + 2 := rfl
    simp only [Nat.cast_add, Nat.cast_one, Nat.add_sub_cancel, r] at e t
    linear_combination e / ((n + 1).factorial : ℂ) - 2 * g * t
      + 2 * g * hfac n (iteratedDeriv n B 0)
```

Chaining the results gives the physical statement: the coefficients of A and B about y = 0, that is z = −g, are fixed by K_n and B(0).

```lean
/-- For `g ≠ 0` and `E + g²` not a natural number, a displaced entire Rabi eigenfunction of
energy `E` has Taylor coefficients fixed by `K_n` and the single amplitude `B(0)`. -/
theorem eigenfunction_coefficients {g D E : ℂ} {A B : ℂ → ℂ} (hg : g ≠ 0)
    (hE : ∀ n : ℕ, E + g ^ 2 ≠ n) (hA : Differentiable ℂ A) (hB : Differentiable ℂ B)
    (h : rabiHamiltonian g D (displaced g A, displaced g B) =
      E • (displaced g A, displaced g B)) (n : ℕ) :
    (taylor B).coeff n = B 0 * braakK g D (E + g ^ 2) n ∧
      (taylor A).coeff n = D * (B 0 * braakK g D (E + g ^ 2) n) / (E + g ^ 2 - n) := by
  have h0 : (taylor B).coeff 0 = B 0 := by simp [taylor]
  have hs := taylor_formal hA hB ((eigen_iff_shifted hA hB g D E).mp h)
  simpa only [h0] using (formal_iff_braakK D hg hE _ _).mp hs n
```

Q: Then why isn't every trial energy an eigenvalue?

A: Because a nonzero formal solution exists for every admissible x, while an eigenstate needs series that continue to entire functions of finite Bargmann norm. The second equation is singular at y = 2g, and regularity there is what your search for zeros must enforce. That step from coefficients to spectrum is not proved here.

Q: And if a level falls exactly at E + g² = m?

A: Then f_m has a vanishing denominator and the recurrence is not usable as written. The order-m part of the first equation reduces to D B_m = 0, so for D ≠ 0 every formal solution has B_m = 0, and that equation no longer determines A_m.

```lean
/-- At `x = m` a natural number and `D ≠ 0`, every formal solution has `B_m = 0`. -/
theorem coefficient_vanishes_at_pole {g D : ℂ} (hD : D ≠ 0) (m : ℕ) {A B : PowerSeries ℂ}
    (h : FormalSolution g D m A B) : B.coeff m = 0 := by
  have e := ((formal_iff_coeff g D m A B).mp h).1 m
  rw [sub_self, zero_mul, zero_add] at e
  exact (mul_eq_zero.mp e).resolve_left hD

end QuantumRabi
```

```lean
#print axioms QuantumRabi.braak_recurrence
-- 'QuantumRabi.braak_recurrence' depends on axioms: [propext, Classical.choice, Quot.sound]
#print axioms QuantumRabi.eigenfunction_coefficients
-- 'QuantumRabi.eigenfunction_coefficients' depends on axioms: [propext, Classical.choice, Quot.sound]
#print axioms QuantumRabi.coefficient_vanishes_at_pole
-- 'QuantumRabi.coefficient_vanishes_at_pole' depends on axioms: [propext, Classical.choice, Quot.sound]
```
